# Uncorrelated zero-mean velocities of equal mean square give a structure-independent mean-square current

To check the dynamic structure factor from a classical simulation, one can compare its normalised second frequency moment at wavenumber $Q$ with $cQ^2/S(Q)$. Here $S(Q)$ is the static structure factor and $c$ is the mean square of one velocity component. The numerator needs no information about where the particles are, provided that their velocities have zero mean, are uncorrelated with each other and are distributed alike in every configuration; the model below has finitely many velocity states and configurations.

## From pair terms to $cQ^2/S(Q)$

Let $N\ge 1$ particles have velocity components $v_j$ along the wavevector, with $E[v_jv_k]=c\,\delta_{jk}$. In classical equilibrium with equal masses $m$ at temperature $T$, $c=k_BT/m$. For fixed real phases $a_j$, define the current $J=\sum_j Qv_je^{ia_j}$. Then

$$|J|^2=Q^2\sum_{j,k}v_jv_ke^{i(a_j-a_k)}=Q^2\sum_{j,k}v_jv_k\cos(a_j-a_k),$$

because the sine terms cancel when $j$ and $k$ are exchanged. Averaging leaves only the diagonal, where the cosine is one:

$$E|J|^2=Q^2\sum_j c=NcQ^2.$$

The density amplitude is $\rho=\sum_j e^{iQr_j}$ for positions $r_j$. Moving each particle to $r_j+v_jt$ and differentiating at $t=0$ gives

$$\dot\rho=i\sum_j Qv_je^{iQr_j}=iJ,\qquad a_j=Qr_j.$$

The velocity average of $|\dot\rho|^2$ is therefore $NcQ^2$ at every configuration, and averaging over configurations leaves it unchanged. Since $\langle|\rho|^2\rangle=NS(Q)$, the ratio $W$ defined by $W\langle|\rho|^2\rangle=\langle|\dot\rho|^2\rangle$ satisfies $W\,NS(Q)=NcQ^2$. For $S(Q)\neq0$,

$$W=\frac{cQ^2}{S(Q)}.$$

$W$ is a squared frequency. For stationary classical dynamics it is the second moment mentioned above, whereas de Gennes narrowing usually refers to the width of the quasi-elastic line, which this moment alone does not determine.

Many simulations hold the total momentum at zero, which correlates the velocities slightly. For $N\ge2$ equal masses in an otherwise canonical ensemble, the mean square is then $c=(1-1/N)k_BT/m$ instead of $k_BT/m$, and $E[v_jv_k]=-c/(N-1)$ for $j\neq k$. With this $c$, the same pair sum gives $W=\frac{cQ^2}{S(Q)}\,\frac{N-S(Q)}{N-1}$. The extra factor is close to one when $N$ is large compared with both $1$ and $S(Q)$, but not at a Bragg peak where $S(Q)$ is comparable with $N$.

There is also a converse. Set all phases to zero except those of two distinct particles $j,k$, whose phase factors are signs $\sigma,\tau=\pm1$. With $R$ the sum of the other velocities, $|J|^2=Q^2(\sigma v_j+\tau v_k+R)^2$. Multiplying by $\sigma\tau$ and summing over the four sign choices leaves only the cross term, $8Q^2v_jv_k$. If $E|J|^2$ has the same value $K$ for all phases, the averaged sum is $K-K-K+K=0$, so $E[v_jv_k]=0$ when $Q\neq0$.

## Averages and amplitudes in Lean

The types `Ω`, `X` and `ι` label velocity states, configurations and particles. All three are finite, so a continuous Maxwell distribution is not covered.

```lean
import Mathlib

open Finset

namespace DeGennesNarrowing

noncomputable section

variable {Ω X ι : Type*} [Fintype Ω] [Fintype X] [Fintype ι]
```

An average is a weighted sum. Probability weights are the intended case, but normalisation is assumed only where it is used.

```lean
/-- The sum of `f` over a finite set of states with weights `p`; it is the average of `f` when `p`
is a probability distribution. -/
def avg (p f : Ω → ℝ) : ℝ := ∑ ω, p ω * f ω
```

The next two definitions are $\rho$ and $J$. Positions and velocities are components along the wavevector.

```lean
/-- The density amplitude `∑ exp(i Q r_j)` of particles at positions `r_j` along the wavevector. -/
def density (Q : ℝ) (r : ι → ℝ) : ℂ :=
  ∑ j, Complex.exp (((Q * r j : ℝ) : ℂ) * Complex.I)

/-- The longitudinal current amplitude `∑ Q v_j exp(i a_j)` for velocities `v_j` and phases `a_j`. -/
def current (Q : ℝ) (v a : ι → ℝ) : ℂ :=
  ∑ j, ((Q * v j : ℝ) : ℂ) * Complex.exp ((a j : ℂ) * Complex.I)
```

The structure factor is $\langle|\rho|^2\rangle/N$, with no subtraction of the mean density amplitude.

```lean
/-- The static structure factor: the mean-square density amplitude per particle, for probability
weights `w` and at least one particle. -/
def structureFactor (w : X → ℝ) (r : X → ι → ℝ) (Q : ℝ) : ℝ :=
  avg w (fun x => ‖density Q (r x)‖ ^ 2) / (Fintype.card ι : ℝ)
```

## The mean-square current

The squared norm is expanded into real and imaginary parts, and `Real.cos_sub` expands the cosine of the phase difference into the same products.

```lean
/-- The squared current is a sum over pairs of particles, weighted by the cosine of their
phase difference. -/
theorem sq_norm_current (Q : ℝ) (v a : ι → ℝ) :
    ‖current Q v a‖ ^ 2 = Q ^ 2 * ∑ j, ∑ k, v j * v k * Real.cos (a j - a k) := by
  simp only [Complex.sq_norm, Complex.normSq_apply, current, Complex.re_sum, Complex.im_sum,
    Complex.re_ofReal_mul, Complex.im_ofReal_mul, Complex.exp_ofReal_mul_I_re,
    Complex.exp_ofReal_mul_I_im]
  rw [Finset.sum_mul_sum, Finset.sum_mul_sum, ← Finset.sum_add_distrib, Finset.mul_sum]
  refine Finset.sum_congr rfl fun j _ => ?_
  rw [← Finset.sum_add_distrib, Finset.mul_sum]
  refine Finset.sum_congr rfl fun k _ => ?_
  rw [Real.cos_sub]
  ring
```

Exchanging the finite sums carries the average onto each pair, for arbitrary correlations.

```lean
/-- For arbitrary velocity correlations, the mean-square current is the sum of the pair
correlations weighted by the cosines of the phase differences, times `Q²`. -/
theorem avg_current_general (p : Ω → ℝ) (v : Ω → ι → ℝ) (Q : ℝ) (a : ι → ℝ) :
    avg p (fun ω => ‖current Q (v ω) a‖ ^ 2) =
      Q ^ 2 * ∑ j, ∑ k, avg p (fun ω => v ω j * v ω k) * Real.cos (a j - a k) := by
  simp only [avg, sq_norm_current, Finset.mul_sum, Finset.sum_mul]
  refine Finset.sum_comm.trans (Finset.sum_congr rfl fun j _ => ?_)
  refine Finset.sum_comm.trans (Finset.sum_congr rfl fun k _ => ?_)
  refine Finset.sum_congr rfl fun ω _ => ?_
  ring
```

The hypothesis `h` is $E[v_jv_k]=c\,\delta_{jk}$. Substituting it removes the off-diagonal terms. The phases `a` do not depend on `ω`, which is what "fixed" means here.

```lean
/-- If `E[v_j v_k] = 0` for distinct particles and each velocity has mean square `c`, the
mean-square current is `N c Q²` for every set of fixed phases. -/
theorem avg_current [DecidableEq ι] {p : Ω → ℝ} {v : Ω → ι → ℝ} {c : ℝ}
    (h : ∀ j k, avg p (fun ω => v ω j * v ω k) = if j = k then c else 0)
    (Q : ℝ) (a : ι → ℝ) :
    avg p (fun ω => ‖current Q (v ω) a‖ ^ 2) = (Fintype.card ι : ℝ) * c * Q ^ 2 := by
  rw [avg_current_general]
  -- only the diagonal pairs survive, and their phase difference is zero
  simp only [h, ite_mul, zero_mul, Finset.sum_ite_eq, Finset.mem_univ, if_true, sub_self,
    Real.cos_zero, mul_one, Finset.sum_const, Finset.card_univ, nsmul_eq_mul]
  ring
```

In the converse, `A s t` assigns phases to the chosen pair, `split` separates that pair from the rest, and `flip` is the four-sign identity, with phase $\pi$ giving the sign $-1$. The conclusion concerns distinct particles only; their individual mean squares may differ.

```lean
/-- Conversely, if at some `Q ≠ 0` the mean-square current is the same for all phases, then the
product of the velocities of any two distinct particles averages to zero: `E[v_j v_k] = 0`. -/
theorem uncorrelated_of_structure_independent {p : Ω → ℝ} {v : Ω → ι → ℝ} {Q K : ℝ}
    (hQ : Q ≠ 0) (h : ∀ a : ι → ℝ, avg p (fun ω => ‖current Q (v ω) a‖ ^ 2) = K)
    {j k : ι} (hjk : j ≠ k) : avg p (fun ω => v ω j * v ω k) = 0 := by
  classical
  -- phases `s` and `t` on the chosen pair, zero on all other particles
  obtain ⟨A, hj, hk, hA⟩ : ∃ A : ℝ → ℝ → ι → ℝ, (∀ s t, A s t j = s) ∧
      (∀ s t, A s t k = t) ∧ ∀ s t l, l ≠ j → l ≠ k → A s t l = 0 :=
    ⟨fun s t l => if l = j then s else if l = k then t else 0,
      fun s t => by simp, fun s t => by simp [hjk.symm],
      fun s t l h1 h2 => by simp [h1, h2]⟩
  have split : ∀ (u : ι → ℝ) (s t : ℝ), current Q u (A s t) =
      ((Q * u j : ℝ) : ℂ) * Complex.exp ((s : ℂ) * Complex.I) +
      (((Q * u k : ℝ) : ℂ) * Complex.exp ((t : ℂ) * Complex.I) +
        ((∑ l ∈ (univ.erase j).erase k, Q * u l : ℝ) : ℂ)) := by
    intro u s t
    unfold current
    rw [← Finset.add_sum_erase _ _ (Finset.mem_univ j),
      ← Finset.add_sum_erase _ _ (Finset.mem_erase.2 ⟨hjk.symm, Finset.mem_univ k⟩),
      hj, hk, Complex.ofReal_sum]
    congr 2
    refine Finset.sum_congr rfl fun l hl => ?_
    have h1 := Finset.mem_erase.1 hl
    rw [hA s t l (Finset.mem_erase.1 h1.2).1 h1.1]
    simp
  -- flipping the two signs isolates the product of the two velocities
  have flip : ∀ u : ι → ℝ, ‖current Q u (A 0 0)‖ ^ 2 - ‖current Q u (A 0 Real.pi)‖ ^ 2
      - ‖current Q u (A Real.pi 0)‖ ^ 2 + ‖current Q u (A Real.pi Real.pi)‖ ^ 2
      = 8 * Q ^ 2 * (u j * u k) := by
    intro u
    simp only [split, Complex.sq_norm, Complex.normSq_apply, Complex.add_re, Complex.add_im,
      Complex.re_ofReal_mul, Complex.im_ofReal_mul, Complex.exp_ofReal_mul_I_re,
      Complex.exp_ofReal_mul_I_im, Complex.ofReal_re, Complex.ofReal_im,
      Real.cos_zero, Real.cos_pi, Real.sin_zero, Real.sin_pi]
    ring
  have total : 8 * Q ^ 2 * avg p (fun ω => v ω j * v ω k) =
      avg p (fun ω => ‖current Q (v ω) (A 0 0)‖ ^ 2)
      - avg p (fun ω => ‖current Q (v ω) (A 0 Real.pi)‖ ^ 2)
      - avg p (fun ω => ‖current Q (v ω) (A Real.pi 0)‖ ^ 2)
      + avg p (fun ω => ‖current Q (v ω) (A Real.pi Real.pi)‖ ^ 2) := by
    simp only [avg, Finset.mul_sum, ← Finset.sum_sub_distrib, ← Finset.sum_add_distrib]
    refine Finset.sum_congr rfl fun ω _ => ?_
    linear_combination -(p ω) * flip (v ω)
  rw [h, h, h, h] at total
  have hz : 8 * Q ^ 2 * avg p (fun ω => v ω j * v ω k) = 0 := by linarith
  exact (mul_eq_zero.1 hz).resolve_left (by positivity)
```

## Dividing by the structure factor

The chain rule, applied to each particle, gives $\dot\rho=iJ$. Free flight suffices because only the first derivative at $t=0$ enters; the positions themselves may be correlated in any way.

```lean
/-- Under free flight the density amplitude initially changes at the rate `i` times the current. -/
theorem hasDerivAt_density (Q : ℝ) (r v : ι → ℝ) :
    HasDerivAt (fun t : ℝ => density Q (fun j => r j + v j * t))
      (Complex.I * current Q v (fun j => Q * r j)) 0 := by
  have phase : ∀ j, HasDerivAt (fun t : ℝ => Q * (r j + v j * t)) (Q * v j) 0 := fun j =>
    ((((hasDerivAt_id' (0 : ℝ)).const_mul (v j)).const_add (r j)).const_mul Q).congr_deriv
      (by ring)
  unfold density
  refine (HasDerivAt.fun_sum fun j _ =>
    ((phase j).ofReal_comp.mul_const Complex.I).cexp).congr_deriv ?_
  rw [current, Finset.mul_sum]
  refine Finset.sum_congr rfl fun j _ => ?_
  rw [mul_zero, add_zero]
  ring
```

In the main theorem, `hW` defines $W$ and `hw` normalises the configuration weights. The same `p` and `v` serve every configuration, which expresses the independence of velocities from positions. The proof replaces the derivative by the current, applies `avg_current`, and cancels $N$, which is nonzero because `hS` would fail for an empty system.

```lean
/-- The second-moment relation behind de Gennes narrowing: let the velocities have the same
distribution at every configuration, with `E[v_j v_k] = 0` for distinct particles and mean square
`c` for each, let the configuration weights sum to one, and let `S(Q) ≠ 0`. Then the ratio `W` of
the mean-square initial rate of the density amplitude under free flight to its mean square is
`c Q² / S(Q)`. -/
theorem de_gennes_narrowing [DecidableEq ι] {p : Ω → ℝ} {v : Ω → ι → ℝ} {c : ℝ}
    (h : ∀ j k, avg p (fun ω => v ω j * v ω k) = if j = k then c else 0)
    {w : X → ℝ} (hw : ∑ x, w x = 1) {r : X → ι → ℝ} {Q W : ℝ}
    (hS : structureFactor w r Q ≠ 0)
    (hW : W * avg w (fun x => ‖density Q (r x)‖ ^ 2) = avg w (fun x => avg p (fun ω =>
      ‖deriv (fun t : ℝ => density Q (fun j => r x j + v ω j * t)) 0‖ ^ 2))) :
    W = c * Q ^ 2 / structureFactor w r Q := by
  have rate : ∀ x ω, ‖deriv (fun t : ℝ => density Q (fun j => r x j + v ω j * t)) 0‖ ^ 2
      = ‖current Q (v ω) (fun j => Q * r x j)‖ ^ 2 := by
    intro x ω
    rw [(hasDerivAt_density Q (r x) (v ω)).deriv, norm_mul, Complex.norm_I, one_mul]
  have const : ∀ K : ℝ, avg w (fun _ => K) = K := by
    intro K
    simp only [avg, ← Finset.sum_mul, hw, one_mul]
  -- the numerator does not depend on the configuration
  simp only [rate, avg_current h, const] at hW
  have hN : (Fintype.card ι : ℝ) ≠ 0 := by
    intro h0
    apply hS
    rw [structureFactor, h0, div_zero]
  have hM : (Fintype.card ι : ℝ) * structureFactor w r Q =
      avg w (fun x => ‖density Q (r x)‖ ^ 2) := by
    rw [structureFactor]
    field_simp
  rw [eq_div_iff hS]
  apply mul_left_cancel₀ hN
  linear_combination hW + W * hM
```

For $c>0$ and $Q\neq0$, the quotient is smaller where $S(Q)>1$ than its value $cQ^2$ at $S(Q)=1$.

```lean
/-- For `c > 0` and `Q ≠ 0`, the value `c Q² / S(Q)` lies strictly below `c Q²` wherever the
structure factor exceeds one. -/
theorem narrowing_at_peak {w : X → ℝ} {r : X → ι → ℝ} {c Q : ℝ} (hc : 0 < c) (hQ : Q ≠ 0)
    (hS : 1 < structureFactor w r Q) :
    c * Q ^ 2 / structureFactor w r Q < c * Q ^ 2 :=
  div_lt_self (by positivity) hS
```

## Two coins as an example

Two particles with independent, equally likely velocities $\pm1$ satisfy the correlation hypothesis with $c=1$.

```lean
/-- Velocities of two particles, each `1` or `-1` according to its own coin. -/
def coinVelocity (ω : Bool × Bool) : Fin 2 → ℝ :=
  ![if ω.1 then 1 else -1, if ω.2 then 1 else -1]
```

Checking the four index pairs confirms it.

```lean
/-- With four equally likely outcomes, the product of the two coin velocities averages to zero and
each velocity has mean square one. -/
theorem uncorrelated_witness (j k : Fin 2) :
    avg (fun _ : Bool × Bool => 1 / 4) (fun ω => coinVelocity ω j * coinVelocity ω k) =
      if j = k then 1 else 0 := by
  fin_cases j <;> fin_cases k <;> norm_num [avg, coinVelocity, Fintype.sum_prod_type]

end

end DeGennesNarrowing
```

```lean
#print axioms DeGennesNarrowing.uncorrelated_of_structure_independent
#print axioms DeGennesNarrowing.de_gennes_narrowing
#print axioms DeGennesNarrowing.narrowing_at_peak
```

```
'DeGennesNarrowing.uncorrelated_of_structure_independent' depends on axioms: [propext, Classical.choice, Quot.sound]
'DeGennesNarrowing.de_gennes_narrowing' depends on axioms: [propext, Classical.choice, Quot.sound]
'DeGennesNarrowing.narrowing_at_peak' depends on axioms: [propext, Classical.choice, Quot.sound]
```
